# Random-site heat bath for a finite ferromagnetic Ising model contracts the total oscillation when D tanh K < 1

Before averages are taken from an Ising simulation, the first updates are usually discarded to reduce the effect of the starting configuration. For a finite ferromagnet at high enough temperature, the bound derived here gives a number of single-spin heat-bath updates that is sufficient to bring this effect on the mean of a chosen observable below a chosen tolerance.

Let the model have $n\ge1$ sites, each with at most $D$ neighbours and a spin $s_i=\pm1$. Each pair of neighbours, counted once, contributes $-Js_is_j$ to the energy, and $K=J/k_BT\ge0$ is the coupling in thermal units; an external field is allowed. Write $Pf(\sigma)$ for the mean of an observable $f$ after one update of a uniformly chosen spin, starting from the configuration $\sigma$, and $S(f)$ for the sum over sites of the largest change of $f$ when that spin is flipped. Then

$$S(Pf)\le\Bigl(1-\frac{1-D\tanh K}{n}\Bigr)S(f).$$

## Spins, fields and the update

The sites form a finite type `V`.

```lean
import Mathlib

open Filter Topology

namespace IsingHeatBath

noncomputable section

variable {V : Type*} [Fintype V] [DecidableEq V]
```

A configuration is a function `V → Bool`, with spin values $s_k=\pm1$.

```lean
/-- The spin value: `+1` for up (`true`) and `-1` for down (`false`). -/
def spin (x : Bool) : ℝ := if x then 1 else -1
```

Write $\sigma^j$ for $\sigma$ with the spin at $j$ reversed.

```lean
/-- The configuration `σ` with the spin at site `j` flipped. -/
def flipAt (σ : V → Bool) (j : V) : V → Bool := Function.update σ j (!σ j)
```

The local field at $i$ is $a_i(\sigma)=K\sum_{k\sim i}s_k+B_i$, where $k\sim i$ means that $k$ and $i$ are neighbours. Here $B_i$ is the external field already divided by $k_BT$, often written $\beta h_i$. It may vary from site to site, while all bonds share the same $K$. A `SimpleGraph` has no self-bonds or double bonds.

```lean
/-- The local field at site `i`, in thermal units: the coupling `K` times the sum of the
neighbouring spins, plus the external field `B i`. -/
def localField (G : SimpleGraph V) [DecidableRel G.Adj] (K : ℝ) (B : V → ℝ)
    (σ : V → Bool) (i : V) : ℝ :=
  K * ∑ k ∈ G.neighborFinset i, spin (σ k) + B i
```

A single spin in the field $a$ points up with probability $p(a)=e^a/(e^a+e^{-a})$.

```lean
/-- The equilibrium probability that a single spin in the local field `a` points up. -/
def upProb (a : ℝ) : ℝ := Real.exp a / (Real.exp a + Real.exp (-a))
```

Let $\sigma^{i,\pm}$ be $\sigma$ with the spin at $i$ set to $\pm1$, and put $p_i(\sigma)=p(a_i(\sigma))$. Redrawing spin $i$ gives the mean

$$U_if(\sigma)=p_i(\sigma)f(\sigma^{i,+})+(1-p_i(\sigma))f(\sigma^{i,-}).$$

```lean
/-- Heat bath at site `i`: the mean of `f` after the spin at `i` is redrawn from its
equilibrium distribution given the other spins. -/
def siteUpdate (G : SimpleGraph V) [DecidableRel G.Adj] (K : ℝ) (B : V → ℝ) (i : V)
    (f : (V → Bool) → ℝ) (σ : V → Bool) : ℝ :=
  upProb (localField G K B σ i) * f (Function.update σ i true) +
    (1 - upProb (localField G K B σ i)) * f (Function.update σ i false)
```

Choosing the site uniformly gives $Pf=\frac1n\sum_iU_if$. The operator acts on observables, not on probability distributions.

```lean
/-- Random-site heat bath on a nonempty set of sites: the site to be redrawn is chosen
uniformly. -/
def heatBath (G : SimpleGraph V) [DecidableRel G.Adj] (K : ℝ) (B : V → ℝ)
    (f : (V → Bool) → ℝ) (σ : V → Bool) : ℝ :=
  (∑ i, siteUpdate G K B i f σ) / Fintype.card V
```

The oscillation at $j$ is $\delta_j(f)=\max_\sigma|f(\sigma^j)-f(\sigma)|$. Lean writes a supremum, which is attained because there are finitely many configurations.

```lean
/-- The largest change of `f` under flipping the spin at site `j`. -/
def osc (f : (V → Bool) → ℝ) (j : V) : ℝ := ⨆ σ, |f (flipAt σ j) - f σ|
```

The total is $S(f)=\sum_j\delta_j(f)$.

```lean
/-- The total oscillation `S(f)`: the sum over sites of the largest change of `f` under
flipping that spin. -/
def totalOsc (f : (V → Bool) → ℝ) : ℝ := ∑ j, osc f j
```

By definition, $|f(\sigma^j)-f(\sigma)|\le\delta_j(f)$ for every $\sigma$.

```lean
/-- Flipping the spin at `j` changes `f` by at most its oscillation at `j`. -/
theorem le_osc (f : (V → Bool) → ℝ) (j : V) (σ : V → Bool) :
    |f (flipAt σ j) - f σ| ≤ osc f j :=
  le_ciSup (f := fun σ => |f (flipAt σ j) - f σ|) (Set.finite_range _).bddAbove σ
```

## How far one neighbour can move a probability

Reversing a neighbour shifts the local field by $2K$ in one direction or the other. Put $Z=e^{2a}$ and $Y=e^{2K}\ge1$. Then

$$p(a+2K)-p(a)=\frac{ZY^2}{ZY^2+1}-\frac{Z}{Z+1}=\frac{Z(Y^2-1)}{(ZY^2+1)(Z+1)}\ge0,\qquad \tanh K=\frac{Y-1}{Y+1}.$$

After clearing denominators, the claim $p(a+2K)-p(a)\le\tanh K$ reads

$$Z(Y-1)(Y+1)^2\le(Y-1)(ZY^2+1)(Z+1).$$

The right side minus the left is $(Y-1)(ZY-1)^2\ge0$. The code introduces $Z$ and $Y$ with `generalize` and gives this nonnegative product to `nlinarith`.

```lean
/-- For `K ≥ 0`, raising the local field by `2K` changes the probability of spin up by at
most `tanh K`. -/
theorem upProb_shift (a : ℝ) {K : ℝ} (hK : 0 ≤ K) :
    |upProb (a + 2 * K) - upProb a| ≤ Real.tanh K := by
  have hinv : ∀ x : ℝ, Real.exp x * Real.exp (-x) = 1 := fun x => by
    rw [← Real.exp_add, add_neg_cancel, Real.exp_zero]
  have hup : ∀ x, upProb x = Real.exp x ^ 2 / (Real.exp x ^ 2 + 1) := fun x => by
    unfold upProb
    rw [div_eq_div_iff (by positivity) (by positivity)]
    linear_combination (-Real.exp x) * hinv x
  have ht : Real.tanh K = (Real.exp K ^ 2 - 1) / (Real.exp K ^ 2 + 1) := by
    rw [Real.tanh_eq_sinh_div_cosh, Real.sinh_eq, Real.cosh_eq,
      div_eq_div_iff (by positivity) (by positivity)]
    linear_combination (-Real.exp K) * hinv K
  have hs : Real.exp (a + 2 * K) = Real.exp a * Real.exp K ^ 2 := by
    rw [two_mul, Real.exp_add, Real.exp_add, sq]
  have hY : 1 ≤ Real.exp K ^ 2 := one_le_pow₀ (Real.one_le_exp hK)
  rw [hup, hup, ht, hs, mul_pow]
  have hZ : 0 < Real.exp a ^ 2 := by positivity
  generalize Real.exp a ^ 2 = Z at *
  generalize Real.exp K ^ 2 = Y at *
  have hY0 : 0 ≤ Y - 1 := by linarith
  have hY1 : 0 < Y + 1 := by linarith
  have h1 : 0 < Z * Y ^ 2 + 1 := by positivity
  have h2 : 0 < Z + 1 := by positivity
  rw [div_sub_div _ _ h1.ne' h2.ne', abs_of_nonneg]
  · -- the gap between the two sides is (Y - 1) (Z Y - 1)²
    rw [div_le_div_iff₀ (mul_pos h1 h2) hY1]
    nlinarith [mul_nonneg hY0 (sq_nonneg (Z * Y - 1))]
  · apply div_nonneg _ (mul_pos h1 h2).le
    nlinarith [mul_nonneg (mul_nonneg hZ.le hY0) hY1.le]
```

If $i$ and $j$ are neighbours, flipping $j$ therefore changes $p_i$ by at most $\tanh K$. Otherwise $a_i$ does not contain $s_j$ and nothing changes. Write $c_{ij}$ for this bound: $\tanh K$ for neighbours, $0$ otherwise. The proof computes the change of the neighbour sum in `hs`, then treats the flips up and down separately. For a downward flip it applies the previous lemma starting from the flipped configuration.

```lean
/-- For `K ≥ 0`, flipping the spin at `j` changes the up-probability at `i` by at most
`tanh K` if the sites are neighbours, and not at all otherwise. -/
theorem influence_le (G : SimpleGraph V) [DecidableRel G.Adj] {K : ℝ} (hK : 0 ≤ K)
    (B : V → ℝ) (σ : V → Bool) (i j : V) :
    |upProb (localField G K B (flipAt σ j) i) - upProb (localField G K B σ i)| ≤
      if G.Adj i j then Real.tanh K else 0 := by
  have hp : ∀ k, spin (flipAt σ j k) =
      spin (σ k) + if k = j then spin (!σ j) - spin (σ j) else 0 := fun k => by
    by_cases h : k = j
    · subst h; simp [flipAt]
    · simp [flipAt, h]
  have hs : ∑ k ∈ G.neighborFinset i, spin (flipAt σ j k) =
      ∑ k ∈ G.neighborFinset i, spin (σ k) +
        if G.Adj i j then spin (!σ j) - spin (σ j) else 0 := by
    simp only [hp, Finset.sum_add_distrib, Finset.sum_ite_eq', SimpleGraph.mem_neighborFinset]
  by_cases h : G.Adj i j
  · rw [if_pos h] at hs ⊢
    cases hj : σ j
    · have hv : spin (!σ j) - spin (σ j) = 2 := by rw [hj]; norm_num [spin]
      have e : localField G K B (flipAt σ j) i = localField G K B σ i + 2 * K := by
        unfold localField; rw [hs, hv]; ring
      rw [e]; exact upProb_shift _ hK
    · have hv : spin (!σ j) - spin (σ j) = -2 := by rw [hj]; norm_num [spin]
      have e : localField G K B σ i = localField G K B (flipAt σ j) i + 2 * K := by
        unfold localField; rw [hs, hv]; ring
      rw [e, abs_sub_comm]; exact upProb_shift _ hK
  · rw [if_neg h, add_zero] at hs
    simp [localField, hs, h]
```

## What a single update does to the oscillations

With $q=p_i(\sigma^j)$ and $p=p_i(\sigma)$, adding and subtracting terms gives

$$\begin{aligned}U_if(\sigma^j)-U_if(\sigma)={}&q\,[f((\sigma^j)^{i,+})-f(\sigma^{i,+})]\\&+(1-q)\,[f((\sigma^j)^{i,-})-f(\sigma^{i,-})]\\&+(q-p)\,[f(\sigma^{i,+})-f(\sigma^{i,-})].\end{aligned}$$

If $j=i$, the first two brackets vanish, since the old spin has been overwritten. If $j\ne i$, each is at most $\delta_j(f)$ in size, and the weights $q$ and $1-q$ add to one. The last line is at most $c_{ij}\,\delta_i(f)$. In the code, `hc` bounds the first two brackets, `hd` the third and `hI` the change of probability; `linarith` adds the three estimates.

```lean
/-- For `K ≥ 0`, flipping the spin at `j` changes the mean of `f` after a heat-bath update at `i` by
at most the oscillation of `f` at `j` (this term is absent if `j = i`), plus `tanh K` times the
oscillation of `f` at `i` if `i` and `j` are neighbours. -/
theorem siteUpdate_change (G : SimpleGraph V) [DecidableRel G.Adj] {K : ℝ} (hK : 0 ≤ K)
    (B : V → ℝ) (f : (V → Bool) → ℝ) (σ : V → Bool) (i j : V) :
    |siteUpdate G K B i f (flipAt σ j) - siteUpdate G K B i f σ| ≤
      (if j = i then 0 else osc f j) +
        (if G.Adj i j then Real.tanh K else 0) * osc f i := by
  have hc : ∀ x, |f (Function.update (flipAt σ j) i x) - f (Function.update σ i x)| ≤
      if j = i then 0 else osc f j := fun x => by
    by_cases h : j = i
    · subst h; simp [flipAt]
    · have e : Function.update (flipAt σ j) i x = flipAt (Function.update σ i x) j := by
        unfold flipAt
        rw [Function.update_of_ne h]
        exact Function.update_comm h _ _ _
      rw [if_neg h, e]; exact le_osc f j _
  have hd : |f (Function.update σ i true) - f (Function.update σ i false)| ≤ osc f i := by
    have h := le_osc f i (Function.update σ i false)
    simpa [flipAt] using h
  have hI := influence_le G hK B σ i j
  unfold siteUpdate
  have hq0 : 0 ≤ upProb (localField G K B (flipAt σ j) i) := by unfold upProb; positivity
  have hq1 : 0 ≤ 1 - upProb (localField G K B (flipAt σ j) i) := by
    rw [sub_nonneg]; unfold upProb
    rw [div_le_one (by positivity)]
    linarith [Real.exp_pos (-localField G K B (flipAt σ j) i)]
  generalize upProb (localField G K B (flipAt σ j) i) = q at *
  generalize upProb (localField G K B σ i) = p at *
  -- split into the change of f and the change of the probability
  have h1 := mul_le_mul_of_nonneg_left (hc true) hq0
  have h2 := mul_le_mul_of_nonneg_left (hc false) hq1
  have h3 := mul_le_mul hI hd (abs_nonneg _) ((abs_nonneg _).trans hI)
  rw [← abs_of_nonneg hq0, ← abs_mul, abs_of_nonneg hq0] at h1
  rw [← abs_of_nonneg hq1, ← abs_mul, abs_of_nonneg hq1] at h2
  rw [← abs_mul] at h3
  rw [abs_le] at h1 h2 h3 ⊢
  constructor <;> linarith [h1.1, h1.2, h2.1, h2.2, h3.1, h3.2]
```

## Summing over sites

Averaging over the chosen site $i$ gives

$$\delta_j(Pf)\le\frac1n\Bigl[(n-1)\,\delta_j(f)+\tanh K\sum_{i\sim j}\delta_i(f)\Bigr].$$

Now sum over $j$. Each $\delta_i(f)$ appears in the second term once per neighbour of $i$, so at most $D$ times:

$$S(Pf)\le\frac{n-1+D\tanh K}{n}\,S(f),$$

which is the stated bound. In the theorem, `[Nonempty V]` says $n\ge1$, `hK` says that the coupling is not antiferromagnetic, and `hD` bounds every degree by `D`, which need not be the exact maximum. The field `B` and the observable `f` are arbitrary. The step `hdiag` evaluates the sum that gives the factor $n-1$, and `hoff` bounds the double sum over neighbours after exchanging the order of summation.

```lean
/-- Contraction of the random-site heat bath: on a nonempty graph with `n` sites and all degrees
at most `D`, for `K ≥ 0` and any external field,
`S(Pf) ≤ (1 - (1 - D tanh K)/n) S(f)`. -/
theorem totalOsc_heatBath_le [Nonempty V] (G : SimpleGraph V) [DecidableRel G.Adj]
    {K : ℝ} (hK : 0 ≤ K) (B : V → ℝ) {D : ℕ} (hD : ∀ i, G.degree i ≤ D)
    (f : (V → Bool) → ℝ) :
    totalOsc (heatBath G K B f) ≤
      (1 - (1 - D * Real.tanh K) / Fintype.card V) * totalOsc f := by
  have hn : (0 : ℝ) < Fintype.card V := by exact_mod_cast Fintype.card_pos
  have ht : 0 ≤ Real.tanh K := (abs_nonneg _).trans (upProb_shift 0 hK)
  have hosc : ∀ j, osc (heatBath G K B f) j ≤ (∑ i, ((if j = i then 0 else osc f j) +
      (if G.Adj i j then Real.tanh K else 0) * osc f i)) / Fintype.card V := fun j => by
    refine ciSup_le fun σ => ?_
    unfold heatBath
    rw [← sub_div, ← Finset.sum_sub_distrib, abs_div, abs_of_pos hn]
    exact div_le_div_of_nonneg_right ((Finset.abs_sum_le_sum_abs _ _).trans
      (Finset.sum_le_sum fun i _ => siteUpdate_change G hK B f σ i j)) hn.le
  -- in the upper bound, the oscillation at j is counted once for each of the other n - 1 sites
  have hdiag : ∀ j, ∑ i, (if j = i then 0 else osc f j) =
      ((Fintype.card V : ℝ) - 1) * osc f j := fun j => by
    have h : ∀ i, (if j = i then 0 else osc f j) =
        osc f j - if j = i then osc f j else 0 := fun i => by split_ifs <;> simp
    rw [Finset.sum_congr rfl fun i _ => h i, Finset.sum_sub_distrib, Finset.sum_ite_eq]
    simp only [Finset.mem_univ, if_true, Finset.sum_const, Finset.card_univ, nsmul_eq_mul]
    ring
  -- each site is influenced by at most D neighbours
  have hoff : ∑ j, ∑ i, (if G.Adj i j then Real.tanh K else 0) * osc f i ≤
      D * Real.tanh K * totalOsc f := by
    rw [Finset.sum_comm, totalOsc, Finset.mul_sum]
    refine Finset.sum_le_sum fun i _ => ?_
    have hN : Finset.univ.filter (fun j => G.Adj i j) = G.neighborFinset i := by ext; simp
    rw [← Finset.sum_mul, ← Finset.sum_filter, hN, Finset.sum_const,
      SimpleGraph.card_neighborFinset_eq_degree, nsmul_eq_mul]
    exact mul_le_mul_of_nonneg_right (mul_le_mul_of_nonneg_right
      (by exact_mod_cast hD i) ht) ((abs_nonneg _).trans (le_osc f i fun _ => true))
  have hsum := Finset.sum_le_sum fun j (_ : j ∈ Finset.univ) => hosc j
  rw [← Finset.sum_div] at hsum
  simp only [Finset.sum_add_distrib, hdiag] at hsum
  rw [← Finset.mul_sum] at hsum
  refine hsum.trans ((div_le_div_of_nonneg_right (add_le_add le_rfl hoff) hn.le).trans_eq ?_)
  change (((Fintype.card V : ℝ) - 1) * totalOsc f + _) / _ = _
  linear_combination totalOsc f * mul_inv_cancel₀ hn.ne'
```

Two sites joined by one bond, without external field, show the numbers. Take $\tanh K=\tfrac12$, so $K=\tfrac12\ln3$, and $D=1$; the factor is $1-\tfrac12\cdot\tfrac12=\tfrac34$. For $f=s_1$, $S(f)=2$ and $Pf=\tfrac12(s_1+\tfrac12s_2)$, so $S(Pf)=1+\tfrac12=\tfrac32$. The bound holds with equality.

Reversing the sign of $K$ in this example shows where $K\ge0$ enters. Now $\tanh K=-\tfrac12$ and $Pf=\tfrac12(s_1-\tfrac12s_2)$, so $S(Pf)$ is still $\tfrac32$, but the formula would allow only $\tfrac14\cdot2=\tfrac12$. The inequality as written thus fails at this negative coupling.

## Forgetting the starting configuration

Any configuration $\tau$ can be turned into any other $\sigma$ by changing one site at a time, each at most once. Site $j$ contributes at most $\delta_j(f)$, so $|f(\sigma)-f(\tau)|\le S(f)$. The proof is an induction over the set of sites already changed, with `piecewise` describing the intermediate configurations.

```lean
/-- The values of `f` at any two configurations differ by at most `S(f)`. -/
theorem abs_sub_le_totalOsc (f : (V → Bool) → ℝ) (σ τ : V → Bool) :
    |f σ - f τ| ≤ totalOsc f := by
  have hu : ∀ (ρ : V → Bool) a x, |f (Function.update ρ a x) - f ρ| ≤ osc f a := by
    intro ρ a x
    by_cases h : x = ρ a
    · rw [h, Function.update_eq_self, sub_self, abs_zero]
      exact (abs_nonneg _).trans (le_osc f a ρ)
    · have hx : x = !ρ a := by revert h; cases x <;> cases ρ a <;> simp
      rw [hx]; exact le_osc f a ρ
  -- change τ into σ one site at a time
  have hs : ∀ s : Finset V, |f (s.piecewise σ τ) - f τ| ≤ ∑ j ∈ s, osc f j := by
    intro s
    induction s using Finset.induction_on with
    | empty => simp
    | insert a s ha ih =>
      rw [Finset.sum_insert ha, Finset.piecewise_insert]
      exact (abs_sub_le _ (f (s.piecewise σ τ)) _).trans (add_le_add (hu _ _ _) ih)
  simpa [totalOsc] using hs Finset.univ
```

Let $r=1-(1-D\tanh K)/n$. If $D\tanh K<1$, then $0\le r<1$, and $t$ updates give

$$|P^tf(\sigma)-P^tf(\tau)|\le S(P^tf)\le r^t\,S(f)\to0.$$

Lean writes $P^tf$ as `(heatBath G K B)^[t] f`. The condition `hfast` is one of high temperature or few neighbours: on a square lattice with $D=4$ it requires $\tanh K<\tfrac14$. It is sufficient for forgetting the start, not necessary: a finite model with finite coupling and fields does so at every positive temperature, but where the condition fails this theorem gives no rate. The code obtains the power $r^t$ by induction and the limit by squeezing.

```lean
/-- Loss of memory: on a nonempty graph with `n` sites and all degrees at most `D`, if `K ≥ 0` and
`D tanh K < 1`, the means of `f` after `t` heat-bath steps from any two starting configurations
differ by at most `(1 - (1 - D tanh K)/n)^t S(f)`, and the difference tends to zero. -/
theorem heatBath_forgets [Nonempty V] (G : SimpleGraph V) [DecidableRel G.Adj]
    {K : ℝ} (hK : 0 ≤ K) (B : V → ℝ) {D : ℕ} (hD : ∀ i, G.degree i ≤ D)
    (hfast : D * Real.tanh K < 1) (f : (V → Bool) → ℝ) (σ τ : V → Bool) :
    (∀ t : ℕ, |(heatBath G K B)^[t] f σ - (heatBath G K B)^[t] f τ| ≤
      (1 - (1 - D * Real.tanh K) / Fintype.card V) ^ t * totalOsc f) ∧
    Tendsto (fun t : ℕ => (heatBath G K B)^[t] f σ - (heatBath G K B)^[t] f τ)
      atTop (𝓝 0) := by
  have hn : (1 : ℝ) ≤ Fintype.card V := by exact_mod_cast Fintype.card_pos (α := V)
  have hn0 : (0 : ℝ) < Fintype.card V := by linarith
  have ht : 0 ≤ Real.tanh K := (abs_nonneg _).trans (upProb_shift 0 hK)
  have hDt : 0 ≤ D * Real.tanh K := mul_nonneg (Nat.cast_nonneg D) ht
  have hr0 : 0 ≤ 1 - (1 - D * Real.tanh K) / Fintype.card V := by
    rw [sub_nonneg, div_le_one hn0]; linarith
  have hr1 : 1 - (1 - D * Real.tanh K) / Fintype.card V < 1 :=
    sub_lt_self _ (div_pos (by linarith) hn0)
  have hiter : ∀ t : ℕ, totalOsc ((heatBath G K B)^[t] f) ≤
      (1 - (1 - D * Real.tanh K) / Fintype.card V) ^ t * totalOsc f := by
    intro t
    induction t with
    | zero => simp
    | succ t ih =>
      rw [Function.iterate_succ_apply', pow_succ', mul_assoc]
      exact (totalOsc_heatBath_le G hK B hD _).trans (mul_le_mul_of_nonneg_left ih hr0)
  have hb := fun t : ℕ => (abs_sub_le_totalOsc ((heatBath G K B)^[t] f) σ τ).trans (hiter t)
  refine ⟨hb, squeeze_zero_norm (fun t => (Real.norm_eq_abs _).trans_le (hb t)) ?_⟩
  simpa using (tendsto_pow_atTop_nhds_zero_of_lt_one hr0 hr1).mul_const (totalOsc f)

end

end IsingHeatBath
```

```lean
#print axioms IsingHeatBath.totalOsc_heatBath_le
-- 'IsingHeatBath.totalOsc_heatBath_le' depends on axioms: [propext, Classical.choice, Quot.sound]
#print axioms IsingHeatBath.heatBath_forgets
-- 'IsingHeatBath.heatBath_forgets' depends on axioms: [propext, Classical.choice, Quot.sound]
```

Since $r\le e^{-(1-D\tanh K)/n}$, a difference of at most $\varepsilon>0$ is guaranteed, for $S(f)>0$, once

$$t\ge\frac{n}{1-D\tanh K}\,\ln\frac{S(f)}{\varepsilon}.$$

For the magnetisation per site $S(f)=2$, so at fixed $K$, $D$ and $\varepsilon$ the corresponding number of sweeps, each of $n$ updates, does not grow with the lattice.

The theorem compares two starting configurations; it does not mention the Boltzmann distribution. To bound the distance from the equilibrium mean, one adds the fact that heat bath leaves that distribution unchanged, which follows from detailed balance, and averages over $\tau$.
